# Inserting a particle into an exchange cycle lengthens it by one and leaves the weight of the other cycles unchanged

For a permutation `τ` of a finite set of particles, `insertAt b τ` adds one new particle, `none`, directly in front of `b` in the cycle of `b`. The theorem `insertAt_cycles` states that the cycle of the new particle has one member more than the cycle of `b` had under `τ`, and that the product of the weights of all other cycles is the same as before. The weight of a cycle is an arbitrary real function `z` of its length alone, as for non-interacting identical particles, and nothing is normalised. The proof first shows, in `key`, that two points share a cycle after the insertion exactly when they share one under `τ` once the new point is replaced by `b`. From this it identifies the new cycle and its complement as sets, and then compares the cardinalities and the products.

The failing Lean file:

```lean
import Mathlib

open Finset Equiv

namespace InsertAtCycles

noncomputable section

variable {α β : Type*} [Fintype α] [DecidableEq α] [Fintype β] [DecidableEq β]

open Classical in
/-- The exchange cycle of the point `i` under the permutation `σ`, as a set of points. -/
def cyc (σ : Perm α) (i : α) : Finset α := univ.filter (fun j => σ.SameCycle i j)

/-- The weight of all cycles that do not contain the tagged point `a`. -/
def rest (z : ℕ → ℝ) (σ : Perm α) (a : α) : ℝ :=
  ∏ C ∈ (cyc σ a)ᶜ.image (cyc σ), z C.card

/-- Insert a new point, called `none`, directly in front of `b` in the cycle of `b`. -/
def insertAt (b : α) (τ : Perm α) : Perm (Option α) := swap none (some b) * optionCongr τ

/-- A point `j` belongs to the cycle of `i` exactly when the permutation links the two. -/
theorem mem_cyc {σ : Perm α} {i j : α} : j ∈ cyc σ i ↔ σ.SameCycle i j := by
  simp [cyc]

omit [Fintype α] [DecidableEq α] [Fintype β] [DecidableEq β] in
/-- If a map sends each step of `σ` into a single cycle of `τ`, it sends each cycle of `σ` into a
single cycle of `τ`. -/
theorem sameCycle_map {σ : Perm α} {τ : Perm β} (π : α → β)
    (h : ∀ x, τ.SameCycle (π x) (π (σ x))) {x y : α} (hxy : σ.SameCycle x y) :
    τ.SameCycle (π x) (π y) := by
  obtain ⟨n, rfl⟩ := hxy
  refine Int.induction_on n ?_ (fun m ih => ?_) (fun m ih => ?_)
  · rw [zpow_zero]
    exact Perm.SameCycle.refl _ _
  · have e : σ ^ ((m : ℤ) + 1) = σ * σ ^ (m : ℤ) := by rw [add_comm, zpow_one_add]
    rw [e]
    exact ih.trans (h _)
  · have e : σ ^ (-(m : ℤ)) = σ * σ ^ (-(m : ℤ) - 1) := by
      rw [← zpow_one_add]
      congr 1
      ring
    rw [e] at ih
    exact ih.trans (h _).symm

/-- Cycles carried unchanged into a larger or relabelled set of points keep their weight. -/
theorem prod_relabel (z : ℕ → ℝ) (ι : α ↪ β) (S : Finset α) (σ : Perm α) (σ' : Perm β)
    (h : ∀ i ∈ S, cyc σ' (ι i) = (cyc σ i).map ι) :
    ∏ C ∈ (S.map ι).image (cyc σ'), z C.card = ∏ C ∈ S.image (cyc σ), z C.card := by
  have e : (S.map ι).image (cyc σ') = (S.image (cyc σ)).image (Finset.map ι) := by
    rw [map_eq_image, image_image, image_image]
    exact image_congr (fun i hi => h i (mem_coe.1 hi))
  rw [e, prod_image (Finset.map_injective ι).injOn]
  simp only [card_map]

/-- Inserting a new point in front of `b` lengthens the cycle of `b` by one and leaves the weight
of the other cycles unchanged. -/
theorem insertAt_cycles (z : ℕ → ℝ) (b : α) (τ : Perm α) :
    (cyc (insertAt b τ) none).card = (cyc τ b).card + 1 ∧
      rest z (insertAt b τ) none = rest z τ b := by
  have h0 : insertAt b τ none = some b := swap_apply_left none (some b)
  have h1 : ∀ i, insertAt b τ (some i) = swap none (some b) (some (τ i)) := fun _ => rfl
  have hb : (insertAt b τ).SameCycle none (some b) := ⟨1, by rw [zpow_one, h0]⟩
  -- the new point is linked to whatever `b` is linked to
  have key : ∀ x y, (insertAt b τ).SameCycle x y ↔ τ.SameCycle (x.getD b) (y.getD b) := by
    intro x y
    have hx : ∀ x : Option α, (insertAt b τ).SameCycle x (some (x.getD b)) := by
      rintro (_ | i)
      · exact hb
      · exact Perm.SameCycle.refl _ _
    constructor
    · refine sameCycle_map (fun x : Option α => x.getD b) ?_
      rintro (_ | i)
      · rw [h0]
        exact Perm.SameCycle.refl _ _
      · refine ⟨1, ?_⟩
        rw [zpow_one, h1]
        by_cases hi : τ i = b
        · rw [hi, swap_apply_right]
          exact hi
        · rw [swap_apply_of_ne_of_ne (by simp) (by simpa using hi)]
          rfl
    · intro h
      refine (hx x).trans ((sameCycle_map some (fun i => ?_) h).trans (hx y).symm)
      have hs : (insertAt b τ).SameCycle (some i) (insertAt b τ (some i)) :=
        ⟨1, by rw [zpow_one]⟩
      rw [h1] at hs
      by_cases hi : τ i = b
      · rw [hi, swap_apply_right] at hs
        rw [hi]
        exact hs.trans hb
      · rwa [swap_apply_of_ne_of_ne (by simp) (by simpa using hi)] at hs
  constructor
  · have e : cyc (insertAt b τ) none = insertNone (cyc τ b) := by
      ext x
      cases x <;> simp [mem_cyc, key]
    rw [e, card_insertNone]
  · have e : (cyc (insertAt b τ) none)ᶜ = (cyc τ b)ᶜ.map Function.Embedding.some := by
      ext x
      cases x <;> simp [mem_cyc, key]
    unfold rest
    rw [e]
    refine prod_relabel z _ _ τ _ (fun i hi => ?_)
    have hi' : ¬ τ.SameCycle i b := fun h => (mem_compl.1 hi) (mem_cyc.2 h.symm)
    ext x
    cases x <;> simp [mem_cyc, key, hi']

end

end InsertAtCycles
```

Compiling this gives:

```
Main.lean:94:63: error: unsolved goals
case none
α : Type u_1
inst✝¹ : Fintype α
inst✝ : DecidableEq α
z : ℕ → ℝ
b : α
τ : Perm α
h0 : (insertAt b τ) none = some b
h1 : ∀ (i : α), (insertAt b τ) (some i) = (swap none (some b)) (some (τ i))
hb : (insertAt b τ).SameCycle none (some b)
key : ∀ (x y : Option α), (insertAt b τ).SameCycle x y ↔ τ.SameCycle (x.getD b) (y.getD b)
⊢ τ.SameCycle b b
Main.lean:98:84: error: unsolved goals
case none
α : Type u_1
inst✝¹ : Fintype α
inst✝ : DecidableEq α
z : ℕ → ℝ
b : α
τ : Perm α
h0 : (insertAt b τ) none = some b
h1 : ∀ (i : α), (insertAt b τ) (some i) = (swap none (some b)) (some (τ i))
hb : (insertAt b τ).SameCycle none (some b)
key : ∀ (x y : Option α), (insertAt b τ).SameCycle x y ↔ τ.SameCycle (x.getD b) (y.getD b)
⊢ τ.SameCycle b b
```

What went wrong. Both messages report the same leftover goal, `τ.SameCycle b b`, in the `none` case of a set equality: the first for the cycle of the new point, the second for its complement. There `simp` has to decide whether `none` lies in its own cycle. With `mem_cyc` and `key` it turns this into a statement about `τ` in which `none` is replaced by `b` on both sides, so what remains is that `b` shares a cycle with itself.

That is true by reflexivity, but `simp` had no rule with which to close it. The fact is the lemma `Perm.SameCycle.refl`, which was not in the list given to `simp` and which `simp` did not apply by itself.

The diff adds `Perm.SameCycle.refl` to both calls. `simp` can then rewrite `τ.SameCycle b b` to `True`, which closes both goals. The `some` cases gave no error.

Fix (accepted with no message):

```diff
@@ -94,9 +94,9 @@
   · have e : cyc (insertAt b τ) none = insertNone (cyc τ b) := by
       ext x
-      cases x <;> simp [mem_cyc, key]
+      cases x <;> simp [mem_cyc, key, Perm.SameCycle.refl]
     rw [e, card_insertNone]
   · have e : (cyc (insertAt b τ) none)ᶜ = (cyc τ b)ᶜ.map Function.Embedding.some := by
       ext x
-      cases x <;> simp [mem_cyc, key]
+      cases x <;> simp [mem_cyc, key, Perm.SameCycle.refl]
     unfold rest
     rw [e]
```
